# For a gapped one-dimensional Dirac fermion, the solid-angle charge of a smooth chiral twist is (θ(b) − θ(a))/(2π)

Take a continuum model of a dimerised chain with alternating site energies, and in it a smooth domain wall at which the local gap stays open. To estimate the charge of the wall per spin species, in units of e, one follows the chiral angle θ continuously from one side to the other and divides its change by 2π. How the size of the gap varies in between does not enter. For a non-interacting fermion in a slowly varying background, this step rests on the evaluation of a phase-space integral, which holds when the mass is positive and differentiable and the angle is differentiable with an integrable gradient. Each of these conditions does a separate job. The examples of what goes wrong without them are argued in prose and are not theorems of the file.

## Charge as an area on the Bloch sphere

Let x be position, p momentum, m(x) the local mass and θ(x) the chiral angle, in units where ħ and the velocity are 1. The Dirac vector, its energy and the Bloch vector are

v = (p, m cos θ, m sin θ),  E = √(p² + m²),  n = v/E.

With components numbered 0, 1, 2 as in Lean, the local Hamiltonian is v₀σₓ + v₁σ_y + v₂σ_z. Let the negative-energy states be filled with electrons of one spin species, each of charge −e. In units of e, the charge between a and b is

Q = (1/4π) ∫ₐᵇ dx ∫ dp n·(∂ₓn × ∂ₚn),

with p running over all real numbers.

```lean
import Mathlib

open Matrix MeasureTheory Filter Topology

namespace GoldstoneWilczek

noncomputable section

/-- The contraction of a real three-vector with the three Pauli matrices. -/
def pauliVector (v : Fin 3 → ℝ) : Matrix (Fin 2) (Fin 2) ℂ :=
  !![(v 2 : ℂ), (v 0 : ℂ) - (v 1 : ℂ) * Complex.I;
     (v 0 : ℂ) + (v 1 : ℂ) * Complex.I, -(v 2 : ℂ)]

/-- Momentum and the two mass components of a Dirac fermion in one dimension,
with local mass `m x` and chiral angle `θ x`. -/
def diracVector (m θ : ℝ → ℝ) (x p : ℝ) : Fin 3 → ℝ :=
  ![p, m x * Real.cos (θ x), m x * Real.sin (θ x)]

/-- The Dirac vector divided by the local energy `√(p² + m²)`. -/
def blochVector (m θ : ℝ → ℝ) (x p : ℝ) : Fin 3 → ℝ :=
  (√(p ^ 2 + m x ^ 2))⁻¹ • diracVector m θ x p

/-- The triple product `n · (∂ₓn × ∂ₚn)` of a vector field on phase space. -/
def solidAngleDensity (n : ℝ → ℝ → Fin 3 → ℝ) (x p : ℝ) : ℝ :=
  n x p ⬝ᵥ (crossProduct (deriv (fun y => n y p) x) (deriv (fun q => n x q) p))

/-- The integral of the solid-angle density over all momenta and over positions
from `a` to `b`, divided by `4π`. -/
def charge (m θ : ℝ → ℝ) (a b : ℝ) : ℝ :=
  (∫ x in a..b, ∫ p, solidAngleDensity (blochVector m θ) x p) / (4 * Real.pi)
```

In Lean, `m` and `θ` are real functions, a vector is a map `Fin 3 → ℝ`, and `solidAngleDensity` contains actual derivatives, not a formula put in by hand. The order of the cross product fixes the sign: n·(∂ₚn × ∂ₓn) would give −Q, which is the induced fermion number.

Goldstone and Wilczek's name belongs to the charge that a slowly varying background induces in the fermion vacuum. Here the solid-angle expression for that charge is the definition `charge`, and the theorems evaluate it. The gradient expansion that leads from the vacuum to this expression is assumed. Position enters as a parameter of a local 2×2 Hamiltonian, so bound states and corrections from rapid variation are absent.

## Positive mass: an open gap at every position

The hypothesis `0 < m x` says that the local spectrum ±E has a gap, of size 2m at p = 0. By hand it is used first to divide by E. Since

v·v = p² + m²(cos²θ + sin²θ) = E²,

the vector n has unit length, and the Hamiltonian is E times the Pauli contraction of n.

```lean
/-- The local Dirac Hamiltonian is the energy `√(p² + m²)` times the Pauli
contraction of the Bloch vector, and the Bloch vector has unit length. -/
theorem hamiltonian_eq_energy_smul (m θ : ℝ → ℝ) (x p : ℝ) (hm : 0 < m x) :
    pauliVector (diracVector m θ x p) =
      ((√(p ^ 2 + m x ^ 2) : ℝ) : ℂ) • pauliVector (blochVector m θ x p) ∧
    blochVector m θ x p ⬝ᵥ blochVector m θ x p = 1 := by
  have hE : 0 < √(p ^ 2 + m x ^ 2) := Real.sqrt_pos.2 (by positivity)
  constructor
  · have hlin : ∀ (c : ℝ) (v : Fin 3 → ℝ),
        pauliVector (c • v) = (c : ℂ) • pauliVector v := by
      intro c v
      ext i j
      fin_cases i <;> fin_cases j <;> simp [pauliVector] <;> ring
    rw [← hlin, blochVector, smul_smul, mul_inv_cancel₀ hE.ne', one_smul]
  · have hv : diracVector m θ x p ⬝ᵥ diracVector m θ x p = √(p ^ 2 + m x ^ 2) ^ 2 := by
      rw [Real.sq_sqrt (by positivity)]
      simp [diracVector, dotProduct, Fin.sum_univ_succ]
      linear_combination (m x ^ 2) * Real.sin_sq_add_cos_sq (θ x)
    rw [blochVector, smul_dotProduct, dotProduct_smul, smul_eq_mul, smul_eq_mul, hv]
    field_simp
```

The proof obtains E > 0 from the hypothesis as `hE`. It then uses linearity of `pauliVector` for the first claim and sin² + cos² = 1 for the second.

If the mass vanishes, n has no definition at p = 0 and equals (±1, 0, 0) elsewhere. A region with m = 0 therefore contributes no area, however much θ changes there, and the integral for Q misses any net change of θ across it. A negative mass would do no such damage, because only m² enters the density. An isolated zero of m would not change the integral either, but the gap closes there and the gradient expansion behind the formula loses its justification.

## Differentiable mass: a gradient that drops out

The mass may vary in space, but it must have a derivative m′ at each position. By hand this is needed to differentiate n = cv with c = 1/E. Write α = ∂ₓc and β = ∂ₚc. The product rule gives

∂ₓn = c ∂ₓv + αv,  ∂ₚn = c ∂ₚv + βv.

In the cross product of these two, v × v = 0, and the terms in which v appears once are perpendicular to v. Hence

n·(∂ₓn × ∂ₚn) = c³ v·(∂ₓv × ∂ₚv).

```lean
/-- Rescaling a vector by `c`, with arbitrary changes `α`, `β` of its length along
the two directions, multiplies the triple product by `c³`. -/
theorem triple_product_rescale (c α β : ℝ) (v a b : Fin 3 → ℝ) :
    (c • v) ⬝ᵥ (crossProduct (c • a + α • v) (c • b + β • v)) =
      c ^ 3 * (v ⬝ᵥ (crossProduct a b)) := by
  simp [cross_apply, dotProduct, Fin.sum_univ_succ]
  ring
```

This is pure algebra, with `a` and `b` standing for the two derivatives of v. The values of α and β never have to be computed.

Without differentiability the density loses its meaning at the positions concerned, for every p ≠ 0. Isolated corners in m would not change the integral over x, although the theorem as stated excludes them. Lean assigns the value zero to a missing derivative, so a mass with no derivative anywhere would make `charge` vanish.

## Differentiable angle: a twist without jumps

The hypothesis `HasDerivAt θ θ' x` says that the background turns smoothly, at the rate θ′. By hand it enters through

∂ₓv = (0, m′ cos θ − mθ′ sin θ, m′ sin θ + mθ′ cos θ),  ∂ₚv = (1, 0, 0).

Their cross product is (0, m′ sin θ + mθ′ cos θ, −m′ cos θ + mθ′ sin θ). Contracted with v, it gives

mm′ cos θ sin θ + m²θ′ cos²θ − mm′ sin θ cos θ + m²θ′ sin²θ = m²θ′.

The mass gradient has cancelled, and the density is m²θ′/E³.

```lean
/-- The solid-angle density of the Dirac fermion is `m² θ' / (p² + m²)^(3/2)`,
also when the mass varies in space. -/
theorem density_eq {m θ : ℝ → ℝ} {x θ' : ℝ} (p : ℝ) (hpos : 0 < m x)
    (hm : DifferentiableAt ℝ m x) (hθ : HasDerivAt θ θ' x) :
    solidAngleDensity (blochVector m θ) x p =
      m x ^ 2 * θ' / √(p ^ 2 + m x ^ 2) ^ 3 := by
  have hE : 0 < p ^ 2 + m x ^ 2 := by positivity
  have hE' : √(p ^ 2 + m x ^ 2) ≠ 0 := (Real.sqrt_pos.2 hE).ne'
  -- the inverse energy is differentiable; its derivatives will drop out
  obtain ⟨α, hα⟩ : ∃ α, HasDerivAt (fun y => (√(p ^ 2 + m y ^ 2))⁻¹) α x := by
    have h : DifferentiableAt ℝ (fun y => p ^ 2 + m y ^ 2) x := by fun_prop
    exact ⟨_, ((h.sqrt hE.ne').inv hE').hasDerivAt⟩
  obtain ⟨β, hβ⟩ : ∃ β, HasDerivAt (fun q => (√(q ^ 2 + m x ^ 2))⁻¹) β p := by
    have h : DifferentiableAt ℝ (fun q : ℝ => q ^ 2 + m x ^ 2) p := by fun_prop
    exact ⟨_, ((h.sqrt hE.ne').inv hE').hasDerivAt⟩
  have hvx : HasDerivAt (fun y => diracVector m θ y p)
      ![0, deriv m x * Real.cos (θ x) + m x * (-Real.sin (θ x) * θ'),
        deriv m x * Real.sin (θ x) + m x * (Real.cos (θ x) * θ')] x := by
    refine hasDerivAt_pi.2 fun i => ?_
    fin_cases i
    · exact hasDerivAt_const x p
    · exact hm.hasDerivAt.mul hθ.cos
    · exact hm.hasDerivAt.mul hθ.sin
  have hvp : HasDerivAt (fun q => diracVector m θ x q) ![1, 0, 0] p := by
    refine hasDerivAt_pi.2 fun i => ?_
    fin_cases i
    · exact hasDerivAt_id p
    · exact hasDerivAt_const p _
    · exact hasDerivAt_const p _
  have h1 : deriv (fun y => blochVector m θ y p) x = _ := (hα.smul hvx).deriv
  have h2 : deriv (fun q => blochVector m θ x q) p = _ := (hβ.smul hvp).deriv
  rw [solidAngleDensity, h1, h2, blochVector, triple_product_rescale]
  -- the remaining triple product involves only the unnormalised vector
  have h3 : diracVector m θ x p ⬝ᵥ (crossProduct
      ![0, deriv m x * Real.cos (θ x) + m x * (-Real.sin (θ x) * θ'),
        deriv m x * Real.sin (θ x) + m x * (Real.cos (θ x) * θ')] ![1, 0, 0]) =
      m x ^ 2 * θ' := by
    simp [diracVector, cross_apply, dotProduct, Fin.sum_univ_succ]
    linear_combination (m x ^ 2 * θ') * Real.sin_sq_add_cos_sq (θ x)
  rw [h3]
  ring
```

All three hypotheses meet in this proof. Positivity and differentiability of the mass supply `hα` and `hβ`, which state only that the derivatives of 1/E exist. The derivatives of v are `hvx` and `hvp`, `triple_product_rescale` removes the normalisation, and `h3` is the contraction just written out.

If θ jumps at one point and is constant elsewhere, the density is zero on both sides of the jump. The integral is then zero while θ(b) − θ(a) is not.

## Positive mass again: two units from every momentum line

At a fixed position, put M = m(x). The velocity p/E is an antiderivative of the momentum profile:

d/dp (p/E) = 1/E − p²/E³ = (E² − p²)/E³ = M²/E³.

It tends to −1 as p → −∞ and to 1 as p → ∞, so the integral is 2 for every positive M. Convergence follows from E ≥ M, which bounds the integrand by a Lorentzian:

M²/E³ ≤ (1/M) · M²/E² = (1/M) · 1/(1 + (p/M)²).

```lean
/-- The integral of `M² / (p² + M²)^(3/2)` over all momenta is `2`. -/
theorem momentum_integral {M : ℝ} (hM : 0 < M) :
    ∫ p : ℝ, M ^ 2 / √(p ^ 2 + M ^ 2) ^ 3 = 2 := by
  have hE : ∀ p : ℝ, 0 < √(p ^ 2 + M ^ 2) := fun p => Real.sqrt_pos.2 (by positivity)
  have hsq : ∀ p : ℝ, √(p ^ 2 + M ^ 2) ^ 2 = p ^ 2 + M ^ 2 :=
    fun p => Real.sq_sqrt (by positivity)
  -- the antiderivative is the velocity p / E
  have hder : ∀ p : ℝ, HasDerivAt (fun q : ℝ => q / √(q ^ 2 + M ^ 2))
      (M ^ 2 / √(p ^ 2 + M ^ 2) ^ 3) p := by
    intro p
    have hq : HasDerivAt (fun q : ℝ => q ^ 2 + M ^ 2) (2 * p) p := by
      simpa using (hasDerivAt_pow 2 p).add_const (M ^ 2)
    have hs := (hq.sqrt (by positivity)).congr_deriv (mul_div_mul_left _ _ two_ne_zero)
    have key : ∀ E : ℝ, 0 < E → E ^ 2 = p ^ 2 + M ^ 2 →
        (1 * E - p * (p / E)) / E ^ 2 = M ^ 2 / E ^ 3 := by
      intro E h h2
      have h3 : M ^ 2 = E ^ 2 - p ^ 2 := by linarith
      rw [h3]
      field_simp
    exact ((hasDerivAt_id' p).fun_div hs (hE p).ne').congr_deriv (key _ (hE p) (hsq p))
  -- integrability by comparison with a Lorentzian
  have hint : Integrable (fun p : ℝ => M ^ 2 / √(p ^ 2 + M ^ 2) ^ 3) := by
    have hg := (integrable_inv_one_add_sq.comp_div hM.ne').const_mul M⁻¹
    refine hg.mono' (Continuous.aestronglyMeasurable ?_) (ae_of_all _ fun p => ?_)
    · exact continuous_const.div (by fun_prop) fun p => (pow_pos (hE p) 3).ne'
    · have hL : (1 + (p / M) ^ 2)⁻¹ = M ^ 2 / √(p ^ 2 + M ^ 2) ^ 2 := by
        rw [hsq, eq_div_iff (by positivity), inv_mul_eq_iff_eq_mul₀ (by positivity)]
        have hc : p / M * M = p := by field_simp
        linear_combination (-(p / M * M + p)) * hc
      have hME : M ≤ √(p ^ 2 + M ^ 2) := (Real.le_sqrt' hM).2 (by nlinarith [sq_nonneg p])
      rw [Real.norm_of_nonneg (by positivity), hL]
      calc M ^ 2 / √(p ^ 2 + M ^ 2) ^ 3
          = (√(p ^ 2 + M ^ 2))⁻¹ * (M ^ 2 / √(p ^ 2 + M ^ 2) ^ 2) := by ring
        _ ≤ M⁻¹ * (M ^ 2 / √(p ^ 2 + M ^ 2) ^ 2) :=
          mul_le_mul_of_nonneg_right (inv_anti₀ hM hME) (by positivity)
  have htop : Tendsto (fun p : ℝ => p / √(p ^ 2 + M ^ 2)) atTop (𝓝 1) := by
    have h0 : Tendsto (fun p : ℝ => M / p) atTop (𝓝 0) :=
      tendsto_const_nhds.div_atTop tendsto_id
    have hc : ContinuousAt (fun u : ℝ => (√(1 + u ^ 2))⁻¹) 0 :=
      ContinuousAt.inv₀ (by fun_prop) (by simp)
    have h1 : Tendsto (fun p : ℝ => (√(1 + (M / p) ^ 2))⁻¹) atTop (𝓝 1) := by
      simpa [Function.comp_def] using hc.tendsto.comp h0
    refine h1.congr' ?_
    filter_upwards [eventually_gt_atTop 0] with p hp
    have h2 : p ^ 2 + M ^ 2 = p ^ 2 * (1 + (M / p) ^ 2) := by field_simp
    rw [h2, Real.sqrt_mul (sq_nonneg p), Real.sqrt_sq hp.le, div_mul_eq_div_div,
      div_self hp.ne', one_div]
  have hbot : Tendsto (fun p : ℝ => p / √(p ^ 2 + M ^ 2)) atBot (𝓝 (-1)) := by
    refine (htop.comp tendsto_neg_atBot_atTop).neg.congr fun p => ?_
    simp [neg_div]
  rw [integral_of_hasDerivAt_of_tendsto hder hint hbot htop]
  norm_num
```

The derivative is `hder`, the Lorentzian bound is `hint`, and the two limits are `htop` and `hbot`. The upper limit comes from p/E = 1/√(1 + (M/p)²) for p > 0, and the lower one from the fact that p/E is odd. For M = 0 the integrand vanishes at every p ≠ 0, and the integral is 0 instead of 2.

## Integrable gradient: a total twist that can be added up

What remains is an integral over position:

Q = (1/4π) ∫ₐᵇ 2θ′(x) dx = (θ(b) − θ(a))/(2π).

The last equality is the fundamental theorem of calculus. It needs θ′ to be integrable between a and b, which is the hypothesis `IntervalIntegrable θ' volume a b`. Every continuous gradient satisfies it, so for a smooth background it costs nothing.

```lean
/-- For a positive differentiable mass and a differentiable chiral angle with integrable gradient,
the charge between `a` and `b` is the change of the chiral angle divided by `2π`. -/
theorem charge_eq {m θ θ' : ℝ → ℝ} {a b : ℝ}
    (hpos : ∀ x ∈ Set.uIcc a b, 0 < m x)
    (hm : ∀ x ∈ Set.uIcc a b, DifferentiableAt ℝ m x)
    (hθ : ∀ x ∈ Set.uIcc a b, HasDerivAt θ (θ' x) x)
    (hint : IntervalIntegrable θ' volume a b) :
    charge m θ a b = (θ b - θ a) / (2 * Real.pi) := by
  -- at each position the momentum integral leaves twice the gradient of the angle
  have h : ∀ x ∈ Set.uIcc a b,
      ∫ p, solidAngleDensity (blochVector m θ) x p = 2 * θ' x := by
    intro x hx
    have h1 : ∀ p, solidAngleDensity (blochVector m θ) x p =
        θ' x * (m x ^ 2 / √(p ^ 2 + m x ^ 2) ^ 3) := by
      intro p
      rw [density_eq p (hpos x hx) (hm x hx) (hθ x hx)]
      ring
    simp_rw [h1]
    rw [integral_const_mul, momentum_integral (hpos x hx), mul_comm]
  rw [charge, intervalIntegral.integral_congr h, intervalIntegral.integral_const_mul,
    intervalIntegral.integral_eq_sub_of_hasDerivAt hθ hint]
  have := Real.pi_ne_zero
  field_simp
  try ring
```

The other hypotheses are required at each point of `Set.uIcc a b`, the closed interval between a and b in either order. If b < a, the integral is oriented and the charge changes sign. The inner statement `h` combines `density_eq` with `momentum_integral` to give 2θ′(x) at each position, and the fundamental theorem then finishes the calculation.

An angle can be differentiable everywhere and still oscillate too violently for this. With θ(x) = x² sin(1/x²) and θ(0) = 0, the derivative exists at every point, but its absolute value has an infinite integral over [0, 1]. The outer integral then does not exist in Lebesgue's sense.

For constant mass and θ(s) = s, the gradient is 1 and all the conditions hold automatically except M > 0, which stays as a hypothesis.

```lean
/-- For constant mass and a chiral angle equal to the parameter `s`, the charge
between `a` and `b` is `(b - a) / (2π)`. -/
theorem charge_uniform_twist {M : ℝ} (hM : 0 < M) (a b : ℝ) :
    charge (fun _ => M) (fun s => s) a b = (b - a) / (2 * Real.pi) :=
  charge_eq (θ' := fun _ => 1) (fun _ _ => hM) (fun _ _ => differentiableAt_const M)
    (fun x _ => hasDerivAt_id' x) intervalIntegrable_const
```

As a numerical instance, take M = 3 and let s run from 0 to π/2. The full momentum integral is 2, so

Q = (1/4π) · 2 · (π/2) = 1/4.

If the momentum integral is cut off at |p| = 4, then E = 5 at the cutoff and the integral is 2 · 4/5 = 1.6. The charge comes out as 0.2 instead of 0.25. In a numerical evaluation of this one-dimensional model with a plain cutoff and no correction for the tail, the error is small only if the cutoff is large compared with the mass.

## Whole turns: an integer charge

The last hypothesis, `hk`, says that the angle changes by 2πk, where k is an integer that may be zero or negative. Physically, the direction of the mass term in its plane is the same at both ends; its magnitude may differ. By hand the condition is used once, in

Q = 2πk/(2π) = k.

```lean
/-- If the chiral angle winds `k` times between `a` and `b`, the charge is the
integer `k`. -/
theorem charge_winding {m θ θ' : ℝ → ℝ} {a b : ℝ} (k : ℤ)
    (hpos : ∀ x ∈ Set.uIcc a b, 0 < m x)
    (hm : ∀ x ∈ Set.uIcc a b, DifferentiableAt ℝ m x)
    (hθ : ∀ x ∈ Set.uIcc a b, HasDerivAt θ (θ' x) x)
    (hint : IntervalIntegrable θ' volume a b)
    (hk : θ b = θ a + 2 * Real.pi * k) :
    charge m θ a b = k := by
  rw [charge_eq hpos hm hθ hint, hk, add_sub_cancel_left,
    mul_div_cancel_left₀ _ (by positivity)]

end

end GoldstoneWilczek
```

The proof substitutes `hk` into `charge_eq` and cancels 2π. Without this hypothesis the charge is still given by `charge_eq`, but it can take any real value, as `charge_uniform_twist` shows.

```lean
#print axioms GoldstoneWilczek.hamiltonian_eq_energy_smul
#print axioms GoldstoneWilczek.charge_uniform_twist
#print axioms GoldstoneWilczek.charge_winding
```

```
'GoldstoneWilczek.hamiltonian_eq_energy_smul' depends on axioms: [propext, Classical.choice, Quot.sound]
'GoldstoneWilczek.charge_uniform_twist' depends on axioms: [propext, Classical.choice, Quot.sound]
'GoldstoneWilczek.charge_winding' depends on axioms: [propext, Classical.choice, Quot.sound]
```
